# For positive D, I + 2D(D² + u²)⁻¹K is singular exactly when the Casida matrix D^{1/2}(D + 2K)D^{1/2} has eigenvalue −u²

The theorem `singular_iff_mode` concerns a finite real matrix model with a diagonal matrix D whose entries are all positive, an arbitrary real square matrix K, and a real number u. It says that I + Q(u), where Q(u) = 2D(D² + u²)⁻¹K is taken at imaginary frequency iu, fails to be invertible exactly when the Casida matrix M = D^{1/2}(D + 2K)D^{1/2} has a nonzero real vector x with Mx = −u²x. The vector need not be normalised, and K need not be symmetric. The attempt turns singularity into a vanishing determinant, then uses the earlier identity det(D² + u²) det(I + Q(u)) = det(M + u²), whose first factor is nonzero, to pass to a null vector of M + u².

As first written in Lean, the proof fails:

```lean
import Mathlib

open Matrix

namespace SingularIffMode

noncomputable section

variable {n : Type*} [Fintype n] [DecidableEq n]

/-- The matrix `Q(u) = 2D(D² + u²)⁻¹K` at imaginary frequency `iu`, for `D = diag(d)`;
its domain is `d i ^ 2 + u ^ 2 ≠ 0` for all `i`. -/
def response (d : n → ℝ) (K : Matrix n n ℝ) (u : ℝ) : Matrix n n ℝ :=
  diagonal (fun i => 2 * d i / (d i ^ 2 + u ^ 2)) * K

/-- The stability matrix `D + 2K`. -/
def stability (d : n → ℝ) (K : Matrix n n ℝ) : Matrix n n ℝ :=
  diagonal d + (2 : ℝ) • K

/-- The Casida matrix `M = D^{1/2} (D + 2K) D^{1/2}`, for nonnegative `d`. -/
def casida (d : n → ℝ) (K : Matrix n n ℝ) : Matrix n n ℝ :=
  diagonal (fun i => Real.sqrt (d i)) * stability d K * diagonal (fun i => Real.sqrt (d i))

/-- For positive `D`, the matrix `I + Q(u)` and the shifted Casida matrix are related by
`(D² + u²)(I + Q(u)) D^{1/2} = D^{1/2} (M + u²)`. -/
theorem factorization {d : n → ℝ} (hd : ∀ i, 0 < d i) (K : Matrix n n ℝ) (u : ℝ) :
    diagonal (fun i => d i ^ 2 + u ^ 2) * (1 + response d K u) *
        diagonal (fun i => Real.sqrt (d i)) =
      diagonal (fun i => Real.sqrt (d i)) * (casida d K + (u ^ 2) • (1 : Matrix n n ℝ)) := by
  ext i j
  have hs := Real.mul_self_sqrt (hd i).le
  have hp : d i ^ 2 + u ^ 2 ≠ 0 := by
    have := hd i
    positivity
  have hq : (d i ^ 2 + u ^ 2) * (2 * d i / (d i ^ 2 + u ^ 2)) = 2 * d i := by
    field_simp
  simp only [response, casida, stability, Matrix.mul_diagonal, Matrix.diagonal_mul,
    Matrix.add_apply, Matrix.smul_apply, smul_eq_mul]
  by_cases h : i = j
  · subst h
    simp only [Matrix.one_apply_eq, Matrix.diagonal_apply_eq]
    linear_combination (K i i * Real.sqrt (d i)) * hq
      - (Real.sqrt (d i) * (d i + 2 * K i i)) * hs
  · simp only [Matrix.one_apply_ne h, Matrix.diagonal_apply_ne _ h]
    linear_combination (K i j * Real.sqrt (d j)) * hq - (2 * K i j * Real.sqrt (d j)) * hs

/-- For positive `D`, `det(D² + u²) det(I + Q(u)) = det(M + u²)`. -/
theorem det_one_add_response {d : n → ℝ} (hd : ∀ i, 0 < d i) (K : Matrix n n ℝ) (u : ℝ) :
    (∏ i, (d i ^ 2 + u ^ 2)) * (1 + response d K u).det =
      (casida d K + (u ^ 2) • (1 : Matrix n n ℝ)).det := by
  have h := congrArg Matrix.det (factorization hd K u)
  simp only [Matrix.det_mul, Matrix.det_diagonal] at h
  have hs : (∏ i, Real.sqrt (d i)) ≠ 0 :=
    Finset.prod_ne_zero_iff.mpr fun i _ => (Real.sqrt_pos.mpr (hd i)).ne'
  apply mul_left_cancel₀ hs
  linear_combination h

/-- For positive `D`, the matrix `I + Q(u)` is singular exactly when the Casida matrix has
an eigenvector with eigenvalue `-u²`. -/
theorem singular_iff_mode {d : n → ℝ} (hd : ∀ i, 0 < d i) (K : Matrix n n ℝ) (u : ℝ) :
    ¬ IsUnit (1 + response d K u) ↔ ∃ x : n → ℝ, x ≠ 0 ∧ casida d K *ᵥ x = (-u ^ 2) • x := by
  have hP : (∏ i, (d i ^ 2 + u ^ 2)) ≠ 0 :=
    Finset.prod_ne_zero_iff.mpr fun i _ => by
      have := hd i
      positivity
  rw [Matrix.isUnit_iff_isUnit_det, isUnit_iff_ne_zero, not_not, ← or_iff_right hP,
    ← mul_eq_zero, det_one_add_response hd, ← Matrix.exists_mulVec_eq_zero_iff]
  refine exists_congr fun x => and_congr_right fun _ => ?_
  rw [Matrix.add_mulVec, Matrix.smul_mulVec, Matrix.one_mulVec, neg_smul,
    eq_neg_iff_add_eq_zero]

end

end SingularIffMode
```

Messages:

```
Main.lean:66:65: error: Invalid rewrite argument: The pattern to be substituted is a metavariable (`?m.142`) in this equality
  ?m.142 = (∏ i, (d i ^ 2 + u ^ 2) = 0 ∨ ?m.142)
```

Cause. The error falls on `← or_iff_right hP`. Since `hP` says that the product ∏(dᵢ² + u²) is nonzero, `or_iff_right hP` states that "the product is zero or b" is equivalent to b, for any proposition b. Read from right to left, the rewrite has to look for b alone. Nothing has fixed b, so the pattern is a bare metavariable, shown as `?m.142`, and `rw` rejects it.

The repair proves the equivalence of the two vanishing determinants separately, as `key`, and works in the other direction. There `← det_one_add_response hd` turns the determinant of M + u² into the product times det(I + Q(u)), and `mul_eq_zero` splits the vanishing of that into an "or". Now `or_iff_right hP` is used from left to right: its pattern is an "or" with a known left side, and matching it against the goal determines b. Both sides of `key` then agree.

The main `rw` uses `key` in place of the three steps that were to link the determinants, and the rest of the proof is unchanged. The added comment has no effect on the proof.

The change, after which it compiles:

```diff
@@ -64,6 +64,10 @@
       have := hd i
       positivity
-  rw [Matrix.isUnit_iff_isUnit_det, isUnit_iff_ne_zero, not_not, ← or_iff_right hP,
-    ← mul_eq_zero, det_one_add_response hd, ← Matrix.exists_mulVec_eq_zero_iff]
+  -- both determinants vanish together
+  have key : (1 + response d K u).det = 0 ↔
+      (casida d K + (u ^ 2) • (1 : Matrix n n ℝ)).det = 0 := by
+    rw [← det_one_add_response hd, mul_eq_zero, or_iff_right hP]
+  rw [Matrix.isUnit_iff_isUnit_det, isUnit_iff_ne_zero, not_not, key,
+    ← Matrix.exists_mulVec_eq_zero_iff]
   refine exists_congr fun x => and_congr_right fun _ => ?_
   rw [Matrix.add_mulVec, Matrix.smul_mulVec, Matrix.one_mulVec, neg_smul,
```
